# For ε > 1 and w > 0, the Gaussian model inverse dielectric function rises strictly from 1/ε towards 1 on k ≥ 0, with small-k coefficient (1 − 1/ε)/(4w²)

Q: I am setting up a range-separated hybrid for a semiconductor. A linear-response calculation with the ions held fixed has given me the electronic dielectric constant $\varepsilon$ and the coefficient $\kappa$ with which the inverse dielectric function starts to rise as $k^2$ at small wavenumber $k$. I now choose the range-separation parameter $w$ so that the model

$$f(k) = 1 - \left(1 - \frac{1}{\varepsilon}\right) e^{-k^2/(4w^2)}$$

has the same coefficient. What does that step rest on?

A: On the second of two properties that the model has for $\varepsilon > 1$ and $w > 0$. First, $f$ rises strictly on $k \ge 0$ from $1/\varepsilon$ towards 1, so it interpolates between a screened and a bare interaction without overshooting. Second, $(f(k) - 1/\varepsilon)/k^2$ tends to $(1 - 1/\varepsilon)/(4w^2)$ as $k \to 0$. Setting this equal to $\kappa$ and solving gives

$$w = \sqrt{\frac{1 - 1/\varepsilon}{4\kappa}}.$$

In a hybrid built on this isotropic model, $f(k)$ multiplies the Coulomb kernel in the Fock exchange term, so $w$ sets the length scale on which Fock exchange passes from full strength at short range to the fraction $1/\varepsilon$ at long range.

Q: Derive it for me first, without any Lean.

A: Write $c = 1 - 1/\varepsilon$, which is positive because $\varepsilon > 1$, and $x = k^2/(4w^2)$. Then

$$f(k) - \frac{1}{\varepsilon} = c\,(1 - e^{-x}).$$

For $0 \le a < b$ we have $a^2 < b^2$, hence $e^{-b^2/(4w^2)} < e^{-a^2/(4w^2)}$. Multiplying by $c > 0$ and subtracting from 1 gives $f(a) < f(b)$. At $k = 0$ the exponential is 1 and $f(0) = 1/\varepsilon$. At large $k$ it vanishes and $f \to 1$.

For small $k$, use $1 + t \le e^t$ twice. With $t = -x$ it gives $1 - e^{-x} \le x$. With $t = x$ it gives $e^{-x} \le 1/(1+x)$, so $1 - e^{-x} \ge x/(1+x)$. Putting $k$ back,

$$c\,\frac{k^2}{4w^2 + k^2} \;\le\; f(k) - \frac{1}{\varepsilon} \;\le\; c\,\frac{k^2}{4w^2}.$$

Divide by $k^2$ for $k \ne 0$. The left side becomes $c/(4w^2 + k^2)$, which tends to $c/(4w^2)$; the right side is already $c/(4w^2)$. The quotient in between has the same limit.

Q: A Taylor expansion would have given the coefficient in one line.

A: It would. The inequalities give the same limit, and they also hold at every $k$, so they bound the rise away from the origin too.

Q: Now the formal version. I suspect that the object in the file is only loosely related to my function.

A: The preamble loads Mathlib and opens the names for limits and intervals.

```lean
import Mathlib

open Filter Topology Set

namespace ModelInverseDielectric

noncomputable section
```

The function itself is a literal transcription.

```lean
/-- The model inverse dielectric function at wavenumber `k`, with dielectric constant `ε`
and range-separation parameter `w`. -/
def invDielectric (ε w k : ℝ) : ℝ :=
  1 - (1 - 1 / ε) * Real.exp (-k ^ 2 / (4 * w ^ 2))
```

`invDielectric ε w k` takes three real numbers. With `ε` and `w` fixed, `invDielectric ε w` is a function of the wavenumber alone. The expression `-k ^ 2` means $-(k^2)$, so the exponent has the right sign. The numbers carry no units: $k$ and $w$ must be expressed in the same inverse length, and $\kappa$ is then in the corresponding length squared.

Q: The definition accepts any real $\varepsilon$ and $w$. Where does the physics come in?

A: Through the hypotheses of the theorems. The condition $\varepsilon > 1$ says that the medium weakens a static, long-wavelength interaction. The condition $w > 0$ says that there is a finite length, of order $1/w$, over which the screening sets in. The first lemma turns the condition on $\varepsilon$ into the sign $c > 0$, which the proofs of the rise, the bounds and the fit use.

```lean
/-- For a dielectric constant above one, the screened fraction `1 - 1/ε` is positive. -/
theorem screened_fraction_pos {ε : ℝ} (hε : 1 < ε) : 0 < 1 - 1 / ε := by
  have h : 1 / ε < 1 := (div_lt_one (by linarith)).mpr hε
  linarith
```

The second lemma is the comparison of Gaussians from the derivation: `nlinarith` supplies $a^2 < b^2$, and the exponential preserves the order of the exponents.

```lean
/-- For `w > 0` the Gaussian screening factor decreases strictly with the wavenumber on nonnegative
wavenumbers. -/
theorem gaussian_lt {w a b : ℝ} (hw : 0 < w) (ha : 0 ≤ a) (hab : a < b) :
    Real.exp (-b ^ 2 / (4 * w ^ 2)) < Real.exp (-a ^ 2 / (4 * w ^ 2)) := by
  apply Real.exp_lt_exp.mpr
  have h : a ^ 2 < b ^ 2 := by nlinarith
  exact div_lt_div_of_pos_right (by linarith) (by positivity)
```

Q: Is $\varepsilon > 1$ really needed for the rise, or is it just convenient?

A: Among positive dielectric constants it is exactly the condition. `StrictMonoOn (invDielectric ε w) (Ici 0)` says that $f(a) < f(b)$ whenever $0 \le a < b$, and the next theorem proves this equivalent to `1 < ε`.

```lean
/-- For positive `ε` and `w`, the model increases strictly on nonnegative wavenumbers exactly when
`ε` exceeds one. -/
theorem strictMonoOn_iff {ε w : ℝ} (hε : 0 < ε) (hw : 0 < w) :
    StrictMonoOn (invDielectric ε w) (Ici 0) ↔ 1 < ε := by
  constructor
  · intro h
    -- comparing the wavenumbers 0 and 1 already fixes the sign of 1 - 1/ε
    have h01 : invDielectric ε w 0 < invDielectric ε w 1 :=
      h (mem_Ici.mpr le_rfl) (mem_Ici.mpr zero_le_one) zero_lt_one
    have hg := gaussian_lt hw le_rfl (zero_lt_one (α := ℝ))
    unfold invDielectric at h01
    have hc : 0 < 1 - 1 / ε := by
      by_contra hn
      have hn' : 1 - 1 / ε ≤ 0 := not_lt.mp hn
      have := mul_le_mul_of_nonpos_left hg.le hn'
      linarith
    exact (div_lt_one hε).mp (by linarith)
  · intro h a ha b _ hab
    have hm := mul_lt_mul_of_pos_left (gaussian_lt hw (mem_Ici.mp ha) hab)
      (screened_fraction_pos h)
    unfold invDielectric
    linarith
```

The direction from $\varepsilon > 1$ to the rise is the argument you have seen. For the other direction, it is enough to compare the wavenumbers 0 and 1. If $f(0) < f(1)$ but $c \le 0$, then multiplying the Gaussian inequality by $c$ reverses it, or gives equality when $c = 0$; either way $f(1) \le f(0)$, which contradicts the assumption. So $c > 0$, and for positive $\varepsilon$ that means $\varepsilon > 1$. The positivity matters: a negative $\varepsilon$ makes $c$ larger than 1, and the formula then rises as well.

Q: And the two-sided bound?

A: It is stated for every real $k$, including zero, where both bounds and the rise itself vanish.

```lean
/-- For `ε > 1` and `w > 0`, at every wavenumber the rise of the model above `1/ε` lies between a
Lorentzian-type lower bound and a quadratic upper bound. -/
theorem rise_bounds {ε w : ℝ} (hε : 1 < ε) (hw : 0 < w) (k : ℝ) :
    (1 - 1 / ε) * (k ^ 2 / (4 * w ^ 2 + k ^ 2)) ≤ invDielectric ε w k - 1 / ε ∧
    invDielectric ε w k - 1 / ε ≤ (1 - 1 / ε) * (k ^ 2 / (4 * w ^ 2)) := by
  have hc := screened_fraction_pos hε
  obtain ⟨x, hx⟩ : ∃ x, x = k ^ 2 / (4 * w ^ 2) := ⟨_, rfl⟩
  have hx0 : 0 ≤ x := by rw [hx]; positivity
  have hw4 : 4 * w ^ 2 ≠ 0 := by positivity
  have hk : k ^ 2 = x * (4 * w ^ 2) := ((eq_div_iff hw4).mp hx).symm
  have hf : invDielectric ε w k - 1 / ε = (1 - 1 / ε) * (1 - Real.exp (-x)) := by
    unfold invDielectric
    rw [neg_div, ← hx]
    ring
  rw [hf, ← hx]
  constructor
  · apply mul_le_mul_of_nonneg_left _ hc.le
    -- exp(-x) (1 + x) ≤ exp(-x) exp(x) = 1
    have h1 : Real.exp (-x) * (x + 1) ≤ 1 := by
      calc Real.exp (-x) * (x + 1) ≤ Real.exp (-x) * Real.exp x :=
            mul_le_mul_of_nonneg_left (Real.add_one_le_exp x) (Real.exp_pos _).le
        _ = 1 := by rw [← Real.exp_add, neg_add_cancel, Real.exp_zero]
    rw [div_le_iff₀ (by positivity), hk]
    have h2 := mul_le_mul_of_nonneg_right h1 (by positivity : 0 ≤ 4 * w ^ 2)
    linarith
  · apply mul_le_mul_of_nonneg_left _ hc.le
    linarith [Real.add_one_le_exp (-x)]
```

The proof names $x = k^2/(4w^2)$ and rewrites the rise as $c(1 - e^{-x})$ in the step `hf`. Both halves then drop the common factor $c$. The upper bound is `Real.add_one_le_exp (-x)`. The lower bound first shows $e^{-x}(x + 1) \le e^{-x}e^{x} = 1$, then multiplies by $4w^2$ to match the denominator $4w^2 + k^2$.

Q: Here is my main worry. The quotient $(f(k) - 1/\varepsilon)/k^2$ is $0/0$ at $k = 0$, and Lean assigns a value to division by zero. Could the limit be contaminated by that?

A: No. The limit is taken along `𝓝[≠] 0`, the neighbourhoods of zero with zero itself removed, so the value at $k = 0$ plays no part.

```lean
/-- For `ε > 1` and `w > 0`, as the wavenumber tends to zero, the rise above `1/ε` divided by `k²`
tends to `(1 - 1/ε)/(4w²)`. -/
theorem tendsto_small_k {ε w : ℝ} (hε : 1 < ε) (hw : 0 < w) :
    Tendsto (fun k => (invDielectric ε w k - 1 / ε) / k ^ 2) (𝓝[≠] 0)
      (𝓝 ((1 - 1 / ε) / (4 * w ^ 2))) := by
  have h0 : 4 * w ^ 2 + (0 : ℝ) ^ 2 ≠ 0 := by positivity
  have hcont : ContinuousAt (fun k : ℝ => (1 - 1 / ε) / (4 * w ^ 2 + k ^ 2)) 0 :=
    ContinuousAt.div continuousAt_const (by fun_prop) h0
  have hv : (1 - 1 / ε) / (4 * w ^ 2 + (0 : ℝ) ^ 2) = (1 - 1 / ε) / (4 * w ^ 2) := by
    rw [zero_pow two_ne_zero, add_zero]
  have hlow : Tendsto (fun k : ℝ => (1 - 1 / ε) / (4 * w ^ 2 + k ^ 2)) (𝓝[≠] 0)
      (𝓝 ((1 - 1 / ε) / (4 * w ^ 2))) := by
    rw [← hv]
    exact hcont.tendsto.mono_left nhdsWithin_le_nhds
  -- squeeze between the two bounds divided by k²
  refine tendsto_of_tendsto_of_tendsto_of_le_of_le' hlow tendsto_const_nhds ?_ ?_
  · filter_upwards [self_mem_nhdsWithin] with k hk
    have hk0 : k ≠ 0 := hk
    rw [le_div_iff₀ (by positivity)]
    refine le_trans (le_of_eq ?_) (rise_bounds hε hw k).1
    ring
  · filter_upwards [self_mem_nhdsWithin] with k hk
    have hk0 : k ≠ 0 := hk
    rw [div_le_iff₀ (by positivity)]
    refine le_trans (rise_bounds hε hw k).2 (le_of_eq ?_)
    ring
```

The limit also allows $k$ to approach zero from either side. The limit from positive $k$, the physical one for a wavenumber, is contained in it, and since $f$ is even, the other side adds nothing new.

The proof is the squeeze. `hlow` gives the limit of the lower function $c/(4w^2 + k^2)$ by continuity at zero, where its denominator is $4w^2 \ne 0$. The upper function is constant. The two `filter_upwards` blocks take a nonzero $k$ and divide the bounds of `rise_bounds` by $k^2$.

Q: What about the other end? "Towards 1" should be a limit and not just an upper bound.

A: It is a limit, and it needs no condition on $\varepsilon$, because the Gaussian disappears whatever its prefactor.

```lean
/-- For `w > 0` the model tends to one at large wavenumber. -/
theorem tendsto_large_k (ε : ℝ) {w : ℝ} (hw : 0 < w) :
    Tendsto (invDielectric ε w) atTop (𝓝 1) := by
  have h1 : Tendsto (fun k : ℝ => k ^ 2 / (4 * w ^ 2)) atTop atTop :=
    (tendsto_pow_atTop two_ne_zero).atTop_div_const (by positivity)
  have h2 := Real.tendsto_exp_atBot.comp (tendsto_neg_atTop_atBot.comp h1)
  have h3 : Tendsto (fun k : ℝ => Real.exp (-k ^ 2 / (4 * w ^ 2))) atTop (𝓝 0) := by
    refine h2.congr (fun k => ?_)
    simp only [Function.comp_apply, neg_div]
  have h4 := (h3.const_mul (1 - 1 / ε)).const_sub 1
  rw [mul_zero, sub_zero] at h4
  exact h4
```

The steps follow the formula from the inside out: $k^2/(4w^2)$ grows without bound, the exponential of its negative tends to zero, and multiplying by $c$ and subtracting from 1 leaves 1.

Q: Does the model reach every value between $1/\varepsilon$ and 1?

A: Every one, with $1/\varepsilon$ included and 1 excluded. You can solve for the wavenumber. If $1/\varepsilon \le y < 1$, then $f(k) = y$ requires $e^{-k^2/(4w^2)} = (1 - y)/c$, so

$$k = 2w\sqrt{\ln\frac{c}{1 - y}}.$$

The logarithm is not negative, because $1 - y \le c$. In the formal statement, `invDielectric ε w '' Ici 0` is the set of values taken on $k \ge 0$, and `Ico (1 / ε) 1` is the half-open interval.

```lean
/-- For `ε > 1` and `w > 0`, over nonnegative wavenumbers the model takes exactly the values from
`1/ε` (included) to one (excluded). -/
theorem image_eq {ε w : ℝ} (hε : 1 < ε) (hw : 0 < w) :
    invDielectric ε w '' Ici 0 = Ico (1 / ε) 1 := by
  have hc := screened_fraction_pos hε
  ext y
  constructor
  · rintro ⟨k, _, rfl⟩
    have h1 := (rise_bounds hε hw k).1
    have h2 : 0 ≤ (1 - 1 / ε) * (k ^ 2 / (4 * w ^ 2 + k ^ 2)) :=
      mul_nonneg hc.le (by positivity)
    have h3 := mul_pos hc (Real.exp_pos (-k ^ 2 / (4 * w ^ 2)))
    refine ⟨by linarith, ?_⟩
    unfold invDielectric
    linarith
  · rintro ⟨h1, h2⟩
    have hy : 0 < 1 - y := by linarith
    -- the wavenumber with value y is 2 w √L
    obtain ⟨L, hL⟩ : ∃ L, L = Real.log ((1 - 1 / ε) / (1 - y)) := ⟨_, rfl⟩
    have hL0 : 0 ≤ L := by
      rw [hL]
      exact Real.log_nonneg ((one_le_div hy).mpr (by linarith))
    have hexp : Real.exp (-L) = (1 - y) / (1 - 1 / ε) := by
      rw [hL, Real.exp_neg, Real.exp_log (div_pos hc hy), inv_div]
    have hk : -(2 * w * Real.sqrt L) ^ 2 / (4 * w ^ 2) = -L := by
      rw [mul_pow, Real.sq_sqrt hL0, div_eq_iff (by positivity)]
      ring
    have key : ∀ c : ℝ, c ≠ 0 → c * ((1 - y) / c) = 1 - y := fun c h => by field_simp
    refine ⟨2 * w * Real.sqrt L, mem_Ici.mpr (by positivity), ?_⟩
    unfold invDielectric
    rw [hk, hexp, key _ hc.ne']
    ring
```

The first half shows that no value falls outside the interval: the lower bound on the rise keeps $f(k)$ at or above $1/\varepsilon$, and the positive Gaussian term keeps it below 1. The second half inserts the wavenumber above, with `L` standing for the logarithm, and checks that the function returns $y$.

Q: Then show me the statement I should hold you to.

A: It collects five facts under the two hypotheses $\varepsilon > 1$ and $w > 0$.

```lean
/-- For `ε > 1` and `w > 0` the model inverse dielectric function increases strictly on
`k ≥ 0`, starts at `1/ε`, fills the interval from `1/ε` up to but excluding one, tends to one
at large `k`, and has small-`k` coefficient `(1 - 1/ε)/(4w²)`. -/
theorem invDielectric_main {ε w : ℝ} (hε : 1 < ε) (hw : 0 < w) :
    StrictMonoOn (invDielectric ε w) (Ici 0) ∧
    invDielectric ε w 0 = 1 / ε ∧
    invDielectric ε w '' Ici 0 = Ico (1 / ε) 1 ∧
    Tendsto (invDielectric ε w) atTop (𝓝 1) ∧
    Tendsto (fun k => (invDielectric ε w k - 1 / ε) / k ^ 2) (𝓝[≠] 0)
      (𝓝 ((1 - 1 / ε) / (4 * w ^ 2))) :=
  ⟨(strictMonoOn_iff (by linarith) hw).mpr hε, by simp [invDielectric],
    image_eq hε hw, tendsto_large_k ε hw, tendsto_small_k hε hw⟩
```

In words and in order: $f$ increases strictly on $k \ge 0$; it equals $1/\varepsilon$ at $k = 0$; its values on $k \ge 0$ are exactly those from $1/\varepsilon$ up to but excluding 1; it tends to 1 as $k$ grows; and its small-$k$ coefficient is $(1 - 1/\varepsilon)/(4w^2)$. The proof assembles the earlier theorems, and the value at zero follows by simplifying the definition.

Q: My calculation runs the other way. I know $\kappa$ and want $w$.

A: That is the last theorem. It takes $\varepsilon > 1$, $w > 0$ and $\kappa > 0$, and says that the model with parameter $w$ has small-$k$ coefficient $\kappa$ if and only if $w$ equals the square root given at the start. The condition $\kappa > 0$ means that screening weakens as the wavelength shortens from the long-wavelength limit.

```lean
/-- For `ε > 1` and `w > 0`, the model has a prescribed small-`k` coefficient `κ > 0` exactly when
the range-separation parameter is `√((1 - 1/ε)/(4κ))`. -/
theorem fit_range_parameter {ε w κ : ℝ} (hε : 1 < ε) (hw : 0 < w) (hκ : 0 < κ) :
    Tendsto (fun k => (invDielectric ε w k - 1 / ε) / k ^ 2) (𝓝[≠] 0) (𝓝 κ) ↔
      w = Real.sqrt ((1 - 1 / ε) / (4 * κ)) := by
  have hc := screened_fraction_pos hε
  have hw4 : 4 * w ^ 2 ≠ 0 := by positivity
  have hκ4 : 4 * κ ≠ 0 := by positivity
  have hlim := tendsto_small_k hε hw
  constructor
  · intro h
    have e := (eq_div_iff hw4).mp (tendsto_nhds_unique h hlim)
    have hs : (1 - 1 / ε) / (4 * κ) = w ^ 2 :=
      (div_eq_iff hκ4).mpr (by linear_combination -e)
    rw [hs, Real.sqrt_sq hw.le]
  · intro h
    have hs : w ^ 2 = (1 - 1 / ε) / (4 * κ) := by
      rw [h, Real.sq_sqrt (div_nonneg hc.le (by positivity))]
    have e := (eq_div_iff hκ4).mp hs
    have hv : (1 - 1 / ε) / (4 * w ^ 2) = κ :=
      (div_eq_iff hw4).mpr (by linear_combination -e)
    rw [hv] at hlim
    exact hlim

end

end ModelInverseDielectric
```

In one direction, the quotient has the limit $\kappa$ by assumption and $c/(4w^2)$ by the earlier theorem. Limits are unique (`tendsto_nhds_unique`), so the two agree, and solving for $w^2$ and taking the positive root gives the formula. In the other direction, squaring the formula for $w$ shows that $c/(4w^2) = \kappa$, and the known limit becomes the required one.

```lean
#print axioms ModelInverseDielectric.invDielectric_main
#print axioms ModelInverseDielectric.fit_range_parameter
```

```
'ModelInverseDielectric.invDielectric_main' depends on axioms: [propext, Classical.choice, Quot.sound]
'ModelInverseDielectric.fit_range_parameter' depends on axioms: [propext, Classical.choice, Quot.sound]
```

Q: So the fit is settled, and $w$ is right for my semiconductor?

A: The algebra of the fit is settled: for each $\varepsilon > 1$ and $\kappa > 0$ there is one positive $w$ that matches the coefficient. Whether the model describes your material is a different question. The Gaussian form is assumed here and not derived from a response function. A single number $\varepsilon$ and a scalar $k$ describe an isotropic medium, the function is static, and the off-diagonal elements of the inverse dielectric matrix are absent.

Q: And if I fit $w$ to the computed inverse dielectric function over a whole range of $k$ instead?

A: Then you are minimising an error over that range, and the result will in general differ from the square-root formula unless your data follow the model. The formula matches the behaviour at long wavelength only. With accurate data, a clear difference between the two values of $w$ shows that the data depart from the Gaussian shape. Agreement alone does not show that the shape fits, so look at the remaining error over the range as well.

Q: Then my objection moves from the formal statement to the model.

A: That is where it belongs. The function in the file is the one you use, and the limit is the coefficient you match. What remains for you to judge is whether one Gaussian is an adequate description of the screening in your semiconductor.
